# The First Diffraction Zero of a Uniformly Charged Sphere Lies at qR between 4.49 and 4.50

For elastic electron scattering with momentum transfer q > 0 (in units with ħ = 1), a uniformly charged sphere of radius R has the form factor

F = 3 (sin x − x cos x)/x³, x = qR.

It falls below one as q²R²/10 at small q, and in the range 0 < x < 3π/2 it vanishes at exactly one point x₀, with 4.49 < x₀ < 4.50. If q is the first zero, then 4.49/q < R < 4.50/q.

In the first Born approximation the cross section is that of a point charge times F², so a diffraction minimum measures the radius of a nucleus modelled as a sharp-edged sphere. The step from this model to an experiment is the identification of the observed minimum with a zero of F. Distortion of the electron wave by the Coulomb field and a diffuse nuclear surface both affect that step.

## From the charge density to the zero

The normalised density is 3/(4πR³) inside the sphere. In its Fourier transform the azimuthal integral gives 2π. With u the cosine of the polar angle, the part of the plane wave odd in u drops out:

F = 3/(2R³) ∫₀ᴿ r² [∫₋₁¹ cos(qru) du] dr.

The inner integral is 2 sin(qr)/(qr), which leaves

F = 3/(qR³) ∫₀ᴿ r sin(qr) dr.

Let A(x) = sin x − x cos x. Then A′(x) = cos x − cos x + x sin x = x sin x, so A(qr)/q² is an antiderivative of r sin(qr). Since A(0) = 0, F = 3A(x)/x³ with x = qR.

**Small q.** Let E(x) = x³ − 3A(x) − x⁵/10. Then E(0) = 0 and

E′(t) = 3t (t − t³/6 − sin t).

For |t| ≤ 1 the bracket is at most |t|⁵/100 in size, so for |x| ≤ 1 the mean value inequality gives |E(x)| ≤ (3/100)|x|⁷. Hence

|(1 − F)/q² − R²/10| = |E(qR)|/(|q|⁵R³) ≤ (3/100) R⁴q²,

which tends to zero with q.

**The zero.** On (0, π) the derivative x sin x is positive, so A rises from A(0) = 0 and is positive on (0, π]. On (π, 3π/2) the derivative is negative, so A falls strictly and has at most one zero there. To locate it, write x = 3π/2 − d. Then sin x = −cos d and cos x = −sin d, so

A(3π/2 − d) = (3π/2 − d) sin d − cos d.

At x = 4.49, d lies between 0.22225 and 0.2224. Taylor bounds give sin d > 0.2204 and cos d < 0.9755, so A > 4.49 · 0.2204 − 0.9755 > 0. At x = 4.50, d < 0.2124. With sin d < d and cos d ≥ 1 − d²/2 > 0.977, A < 4.50 · 0.2124 − 0.977 < 0. The intermediate value theorem supplies x₀.

**The radius.** Let q be the smallest positive zero of F for a given R. If qR < x₀, F would not vanish at q; if qR > x₀, then x₀/R would be an earlier zero. So qR = x₀.

## The form factor in Lean

```lean
import Mathlib

open Real Filter Topology Set

namespace UniformSphereFormFactor

noncomputable section
```

The definition is the double integral above, with real `R` and `q`. For R ≠ 0, setting q = 0 in it gives F = 1, the normalisation to unit total charge.

```lean
/-- Form factor of a uniformly charged sphere of radius `R ≠ 0` at momentum transfer `q`: the
Fourier transform of the normalised density, with `u` the cosine of the polar angle. -/
def formFactor (R q : ℝ) : ℝ :=
  3 / (2 * R ^ 3) * ∫ r in (0:ℝ)..R, r ^ 2 * (∫ u in (-1:ℝ)..1, cos (q * r * u))
```

The name `amplitude` stands for A, the numerator of the closed form without its factor 3. It is not the scattering amplitude.

```lean
/-- The function `sin x - x cos x`. -/
def amplitude (x : ℝ) : ℝ := sin x - x * cos x
```

The product rule gives its derivative, which serves the radial integral, the small-q estimate and the monotonicity argument.

```lean
/-- The function `sin x - x cos x` has derivative `x sin x`. -/
theorem hasDerivAt_amplitude (x : ℝ) : HasDerivAt amplitude (x * sin x) x := by
  have h := (Real.hasDerivAt_sin x).fun_sub
    ((hasDerivAt_id' x).fun_mul (Real.hasDerivAt_cos x))
  exact h.congr_deriv (by ring)
```

The angular integral follows from the substitution t = ku.

```lean
/-- The integral of `cos (k u)` over `u` from `-1` to `1` is `2 sin k / k`, for `k ≠ 0`. -/
theorem angular_integral {k : ℝ} (hk : k ≠ 0) :
    ∫ u in (-1:ℝ)..1, cos (k * u) = 2 * sin k / k := by
  have h := intervalIntegral.integral_comp_mul_left (a := -1) (b := 1)
    (fun t => Real.cos t) hk
  simp only [integral_cos, smul_eq_mul, mul_one, mul_neg, Real.sin_neg] at h
  rw [h, div_eq_mul_inv]
  ring
```

The closed form holds for `R > 0` and every nonzero `q`, of either sign. In the proof, `h1` does the angular integral, treating r = 0 separately, and `hd` supplies the radial antiderivative. The fundamental theorem of calculus then gives `h2`.

```lean
/-- For `R > 0` and `q ≠ 0` the form factor is `3 (sin x - x cos x) / x³` with `x = q R`. -/
theorem formFactor_eq {R q : ℝ} (hR : 0 < R) (hq : q ≠ 0) :
    formFactor R q = 3 * amplitude (q * R) / (q * R) ^ 3 := by
  have h1 : ∀ r : ℝ, r ^ 2 * (∫ u in (-1:ℝ)..1, cos (q * r * u))
      = 2 * r * sin (q * r) / q := by
    intro r
    rcases eq_or_ne r 0 with rfl | hr
    · simp
    · rw [angular_integral (mul_ne_zero hq hr)]
      field_simp
  -- the radial integrand has an explicit antiderivative
  have hd : ∀ r ∈ uIcc 0 R, HasDerivAt (fun r => 2 * amplitude (q * r) / q ^ 3)
      (2 * r * sin (q * r) / q) r := by
    intro r _
    have hm : HasDerivAt (fun r : ℝ => q * r) q r := by
      simpa using (hasDerivAt_id' r).const_mul q
    have h := (((hasDerivAt_amplitude (q * r)).comp r hm).const_mul 2).div_const (q ^ 3)
    exact h.congr_deriv (by field_simp)
  have h2 : ∫ r in (0:ℝ)..R, 2 * r * sin (q * r) / q = 2 * amplitude (q * R) / q ^ 3 := by
    rw [intervalIntegral.integral_eq_sub_of_hasDerivAt hd
      (Continuous.intervalIntegrable (by fun_prop) _ _)]
    simp [amplitude]
  unfold formFactor
  simp_rw [h1]
  rw [h2]
  field_simp
```

## The limit of small momentum transfer

The next lemma is the bound on E(x). Here `hd` computes E′, `hb` bounds it using Mathlib's estimate for the sine, and the mean value inequality is applied between 0 and x.

```lean
/-- For `|x| ≤ 1` the amplitude is `x³/3 - x⁵/30` up to an error of seventh order. -/
theorem amplitude_bound {x : ℝ} (hx : |x| ≤ 1) :
    |x ^ 3 - 3 * amplitude x - x ^ 5 / 10| ≤ 3 / 100 * |x| ^ 7 := by
  have hd : ∀ t ∈ Icc (-|x|) |x|, HasDerivWithinAt
      (fun t => t ^ 3 - 3 * amplitude t - t ^ 5 / 10)
      (3 * t * (t - t ^ 3 / 6 - sin t)) (Icc (-|x|) |x|) t := by
    intro t _
    have h := ((hasDerivAt_pow 3 t).fun_sub ((hasDerivAt_amplitude t).const_mul 3)).fun_sub
      ((hasDerivAt_pow 5 t).div_const 10)
    exact (h.congr_deriv (by push_cast; ring)).hasDerivWithinAt
  have hb : ∀ t ∈ Icc (-|x|) |x|,
      ‖3 * t * (t - t ^ 3 / 6 - sin t)‖ ≤ 3 / 100 * |x| ^ 6 := by
    intro t ht
    have ht' : |t| ≤ |x| := abs_le.mpr ⟨ht.1, ht.2⟩
    have hs := Real.sin_bound (ht'.trans hx)
    rw [Real.norm_eq_abs, abs_mul, abs_mul, abs_of_pos (by norm_num : (0:ℝ) < 3),
      show t - t ^ 3 / 6 - sin t = -(sin t - (t - t ^ 3 / 6)) by ring, abs_neg]
    calc 3 * |t| * |sin t - (t - t ^ 3 / 6)| ≤ 3 * |t| * (|t| ^ 5 / 100) := by gcongr
      _ = 3 / 100 * |t| ^ 6 := by ring
      _ ≤ 3 / 100 * |x| ^ 6 := by gcongr
  -- mean value inequality between 0 and x
  have h := Convex.norm_image_sub_le_of_norm_hasDerivWithin_le (x := 0) (y := x) hd hb
    (convex_Icc _ _) ⟨by simp, abs_nonneg x⟩ ⟨neg_abs_le x, le_abs_self x⟩
  have h0 : amplitude 0 = 0 := by simp [amplitude]
  calc |x ^ 3 - 3 * amplitude x - x ^ 5 / 10|
      = ‖(x ^ 3 - 3 * amplitude x - x ^ 5 / 10)
          - ((0:ℝ) ^ 3 - 3 * amplitude 0 - (0:ℝ) ^ 5 / 10)‖ := by
        rw [h0, Real.norm_eq_abs]
        congr 1
        ring
    _ ≤ 3 / 100 * |x| ^ 6 * ‖x - 0‖ := h
    _ = 3 / 100 * |x| ^ 7 := by
        rw [sub_zero, Real.norm_eq_abs]
        ring
```

In the limit statement, `𝓝[≠] 0` means that q approaches zero through nonzero values from both sides. The identity `e` rewrites the deviation from R²/10 as E(qR)/(q⁵R³), and the squeeze theorem finishes the argument once |qR| < 1.

```lean
/-- At small momentum transfer the form factor of a sphere of radius `R > 0` falls below one
as `q² R² / 10`. -/
theorem small_momentum_limit {R : ℝ} (hR : 0 < R) :
    Tendsto (fun q => (1 - formFactor R q) / q ^ 2) (𝓝[≠] 0) (𝓝 (R ^ 2 / 10)) := by
  rw [tendsto_iff_norm_sub_tendsto_zero]
  have hlim : Tendsto (fun q : ℝ => 3 / 100 * R ^ 4 * |q| ^ 2) (𝓝[≠] 0) (𝓝 0) := by
    have hc : Continuous (fun q : ℝ => 3 / 100 * R ^ 4 * |q| ^ 2) :=
      continuous_const.mul (continuous_abs.pow 2)
    have h := hc.tendsto 0
    simp only [abs_zero, ne_eq, OfNat.ofNat_ne_zero, not_false_eq_true, zero_pow,
      mul_zero] at h
    exact h.mono_left nhdsWithin_le_nhds
  have hsmall : ∀ᶠ q in 𝓝[≠] (0:ℝ), |q * R| < 1 := by
    have hc : Continuous (fun q : ℝ => |q * R|) := (continuous_id.mul continuous_const).abs
    exact ((hc.tendsto 0).eventually_lt_const (by simp)).filter_mono nhdsWithin_le_nhds
  refine squeeze_zero' (Eventually.of_forall fun _ => norm_nonneg _) ?_ hlim
  filter_upwards [hsmall, self_mem_nhdsWithin] with q hx hq'
  have hq : q ≠ 0 := hq'
  have e : (1 - 3 * amplitude (q * R) / (q * R) ^ 3) / q ^ 2 - R ^ 2 / 10
      = ((q * R) ^ 3 - 3 * amplitude (q * R) - (q * R) ^ 5 / 10) / (q ^ 5 * R ^ 3) := by
    field_simp
  rw [formFactor_eq hR hq, Real.norm_eq_abs, e, abs_div, div_le_iff₀ (by positivity)]
  calc _ ≤ 3 / 100 * |q * R| ^ 7 := amplitude_bound hx.le
    _ = 3 / 100 * R ^ 4 * |q| ^ 2 * |q ^ 5 * R ^ 3| := by
      simp only [abs_mul, abs_pow, abs_of_pos hR]
      ring
```

## Locating the zero

The reflection formula moves the evaluation from near 4.5 to a small angle d, where short Taylor bounds suffice.

```lean
/-- The amplitude at a distance `d` below `3π/2`, in terms of `sin d` and `cos d`. -/
theorem amplitude_reflect (d : ℝ) :
    amplitude (3 * π / 2 - d) = (3 * π / 2 - d) * sin d - cos d := by
  have e : 3 * π / 2 - d = π / 2 - d + π := by ring
  unfold amplitude
  rw [e, Real.sin_add_pi, Real.cos_add_pi, Real.sin_pi_div_two_sub, Real.cos_pi_div_two_sub]
  ring
```

The two signs use only 3.1415 < π < 3.1416 and those bounds. The facts `p2` to `p5` bound the powers of d, after which the inequalities are linear.

```lean
/-- The amplitude is positive at `4.49` and negative at `4.50`. -/
theorem amplitude_signs : 0 < amplitude 4.49 ∧ amplitude 4.50 < 0 := by
  have hl := Real.pi_gt_d4
  have hu := Real.pi_lt_d4
  constructor
  · obtain ⟨d, hd⟩ : ∃ d, d = 3 * π / 2 - 4.49 := ⟨_, rfl⟩
    have e : 3 * π / 2 - d = 4.49 := by linarith
    have h1 : 0.22225 < d := by linarith
    have h2 : d < 0.2224 := by linarith
    have h0 : 0 < d := by linarith
    have hab : |d| ≤ 1 := abs_le.mpr ⟨by linarith, by linarith⟩
    have hs := (abs_le.mp (Real.sin_bound hab)).1
    have hc := (abs_le.mp (Real.cos_bound hab)).2
    rw [abs_of_pos h0] at hs hc
    have p2 := pow_le_pow_left₀ (by norm_num) h1.le 2
    have p3 := pow_le_pow_left₀ h0.le h2.le 3
    have p4 := pow_le_pow_left₀ h0.le h2.le 4
    have p5 := pow_le_pow_left₀ h0.le h2.le 5
    have h := amplitude_reflect d
    rw [e] at h
    rw [h]
    norm_num at p2 p3 p4 p5 ⊢
    linarith
  · obtain ⟨d, hd⟩ : ∃ d, d = 3 * π / 2 - 4.50 := ⟨_, rfl⟩
    have e : 3 * π / 2 - d = 4.50 := by linarith
    have h2 : d < 0.2124 := by linarith
    have h0 : 0 < d := by linarith
    have hs := Real.sin_lt h0
    have hc := Real.one_sub_sq_div_two_le_cos (x := d)
    have p2 := pow_le_pow_left₀ h0.le h2.le 2
    have h := amplitude_reflect d
    rw [e] at h
    rw [h]
    norm_num at p2 ⊢
    linarith
```

In the main theorem x₀ is chosen before `R` and `q`, so one number serves all radii. The equivalence says both that F vanishes at qR = x₀ and that it vanishes nowhere else with 0 < qR < 3π/2. `hmono` and `hanti` are the rise up to π and the fall after it. A zero must lie beyond π by `hmono`, and it must equal x₀ because A is injective on the falling branch.

```lean
/-- There is a number `x₀` between `4.49` and `4.50` such that, for every radius `R > 0` and
every `q > 0` with `q R < 3π/2`, the form factor vanishes exactly when `q R = x₀`. -/
theorem first_diffraction_zero :
    ∃ x₀ : ℝ, 4.49 < x₀ ∧ x₀ < 4.50 ∧ ∀ R q : ℝ, 0 < R → 0 < q → q * R < 3 * π / 2 →
      (formFactor R q = 0 ↔ q * R = x₀) := by
  have hc : Continuous amplitude :=
    continuous_iff_continuousAt.mpr fun x => (hasDerivAt_amplitude x).continuousAt
  -- the amplitude rises from zero up to π, then falls up to 3π/2
  have hmono : StrictMonoOn amplitude (Icc 0 π) := by
    refine strictMonoOn_of_deriv_pos (convex_Icc _ _) hc.continuousOn fun t ht => ?_
    rw [interior_Icc] at ht
    rw [(hasDerivAt_amplitude t).deriv]
    exact mul_pos ht.1 (Real.sin_pos_of_pos_of_lt_pi ht.1 ht.2)
  have hanti : StrictAntiOn amplitude (Icc π (3 * π / 2)) := by
    refine strictAntiOn_of_deriv_neg (convex_Icc _ _) hc.continuousOn fun t ht => ?_
    rw [interior_Icc] at ht
    rw [(hasDerivAt_amplitude t).deriv]
    have hs := Real.sin_pos_of_pos_of_lt_pi (x := t - π) (by linarith [ht.1])
      (by linarith [ht.2, Real.pi_pos])
    rw [Real.sin_sub_pi] at hs
    exact mul_neg_of_pos_of_neg (by linarith [ht.1, Real.pi_pos]) (by linarith)
  obtain ⟨x₀, hx₀, hz⟩ := intermediate_value_Ioo' (by norm_num : (4.49:ℝ) ≤ 4.50)
    hc.continuousOn ⟨amplitude_signs.2, amplitude_signs.1⟩
  refine ⟨x₀, hx₀.1, hx₀.2, fun R q hR hq hlt => ?_⟩
  have hx : 0 < q * R := mul_pos hq hR
  have hiff : 3 * amplitude (q * R) / (q * R) ^ 3 = 0 ↔ amplitude (q * R) = 0 := by
    simp [hq.ne', hR.ne']
  rw [formFactor_eq hR hq.ne', hiff]
  constructor
  · intro h
    have hp : π < q * R := by
      by_contra hn
      have h1 := hmono ⟨le_rfl, Real.pi_pos.le⟩ ⟨hx.le, not_lt.mp hn⟩ hx
      have h0 : amplitude 0 = 0 := by simp [amplitude]
      linarith
    exact hanti.injOn ⟨hp.le, hlt.le⟩
      ⟨by linarith [hx₀.1, Real.pi_lt_d4], by linarith [hx₀.2, Real.pi_gt_d4]⟩
      (h.trans hz.symm)
  · intro h
    rw [h, hz]
```

The last theorem takes as hypotheses that F vanishes at `q` (`hzero`) and at no smaller positive momentum transfer (`hfirst`). The second excludes later zeros, such as one with qR between 2π and 3π. The three cases of `lt_trichotomy` compare qR with x₀ as in the derivation above, and dividing the bounds on x₀ by q gives the interval for R.

```lean
/-- If `q > 0` is the smallest positive momentum transfer at which the form factor of a uniform
sphere of radius `R > 0` vanishes, then `R` lies between `4.49 / q` and `4.50 / q`. -/
theorem radius_from_first_zero {R q : ℝ} (hR : 0 < R) (hq : 0 < q)
    (hzero : formFactor R q = 0) (hfirst : ∀ k, 0 < k → k < q → formFactor R k ≠ 0) :
    4.49 / q < R ∧ R < 4.50 / q := by
  obtain ⟨x₀, hl, hu, h⟩ := first_diffraction_zero
  have hpi : x₀ < 3 * π / 2 := by linarith [Real.pi_gt_d4]
  have hx : q * R = x₀ := by
    rcases lt_trichotomy (q * R) x₀ with hlt | heq | hgt
    · exact (h R q hR hq (hlt.trans hpi)).mp hzero
    · exact heq
    · -- otherwise x₀ / R would be an earlier zero
      have hk : x₀ / R * R = x₀ := div_mul_cancel₀ x₀ hR.ne'
      have hk0 : 0 < x₀ / R := div_pos (by linarith) hR
      exact absurd ((h R (x₀ / R) hR hk0 (by rw [hk]; exact hpi)).mpr hk)
        (hfirst _ hk0 ((div_lt_iff₀ hR).mpr hgt))
  rw [div_lt_iff₀ hq, lt_div_iff₀ hq, mul_comm R q, hx]
  exact ⟨hl, hu⟩

end

end UniformSphereFormFactor
```

```lean
#print axioms UniformSphereFormFactor.small_momentum_limit
-- 'UniformSphereFormFactor.small_momentum_limit' depends on axioms: [propext, Classical.choice, Quot.sound]
#print axioms UniformSphereFormFactor.radius_from_first_zero
-- 'UniformSphereFormFactor.radius_from_first_zero' depends on axioms: [propext, Classical.choice, Quot.sound]
```
